# Radial moments of the hydrogen 1s state as integrals over its density

The functional `mean` is defined on real polynomials in the radius r by linearity, sending rⁿ to (n+2)!/2ⁿ⁺¹. The lemma `mean_X_pow_eq_integral` states that, for every natural number n, this value equals the integral of rⁿ · 4r²e⁻²ʳ over r > 0. The weight 4r²e⁻²ʳ is the normalised radial density of the hydrogen 1s state, with r in units of the Bohr radius, so the lemma identifies the formula with the expectation value of rⁿ. The attempt brings the integral to the form of Mathlib's Gamma-function integral, replaces the Gamma value by a factorial, and leaves the remaining algebra to `ring`.

As first written in Lean, the proof fails:

```lean
import Mathlib

open Polynomial MeasureTheory Topology

namespace HydrogenLogPerturbation

noncomputable section

/-- The 1s expectation value of a polynomial in `r`, given by `⟨r^n⟩ = (n+2)!/2^(n+1)`. -/
def mean : ℝ[X] →ₗ[ℝ] ℝ :=
  Polynomial.lsum fun n => (((n + 2).factorial : ℝ) / 2 ^ (n + 1)) • LinearMap.id

/-- The 1s expectation value of the monomial `a r^n` is `a (n+2)!/2^(n+1)`. -/
theorem mean_monomial (n : ℕ) (a : ℝ) :
    mean (monomial n a) = a * (((n + 2).factorial : ℝ) / 2 ^ (n + 1)) := by
  simp [mean, Polynomial.lsum_apply, Polynomial.sum_monomial_index, mul_comm]

/-- On powers of `r`, `mean` is the integral against the 1s radial density `4 r² e^(-2r)`. -/
theorem mean_X_pow_eq_integral (n : ℕ) :
    mean (X ^ n) = ∫ r in Set.Ioi (0 : ℝ), r ^ n * (4 * r ^ 2 * Real.exp (-2 * r)) := by
  have h := Real.integral_rpow_mul_exp_neg_mul_Ioi (a := (n : ℝ) + 3) (r := 2)
    (by positivity) (by norm_num)
  have e : ∫ r in Set.Ioi (0 : ℝ), r ^ n * (4 * r ^ 2 * Real.exp (-2 * r)) =
      4 * ∫ t in Set.Ioi (0 : ℝ), t ^ ((n : ℝ) + 3 - 1) * Real.exp (-(2 * t)) := by
    rw [← integral_const_mul]
    refine setIntegral_congr_fun measurableSet_Ioi fun t _ => ?_
    have hn : (n : ℝ) + 3 - 1 = ((n + 2 : ℕ) : ℝ) := by
      push_cast
      ring
    simp only [hn, Real.rpow_natCast, neg_mul]
    ring
  have hg : Real.Gamma ((n : ℝ) + 3) = ((n + 2).factorial : ℝ) := by
    rw [← Real.Gamma_nat_eq_factorial]
    congr 1
    push_cast
    ring
  have hp : (1 / 2 : ℝ) ^ ((n : ℝ) + 3) = (1 / 2) ^ (n + 3) := by
    exact_mod_cast Real.rpow_natCast (1 / 2 : ℝ) (n + 3)
  rw [e, h, hg, hp, ← monomial_one_right_eq_X_pow, mean_monomial]
  ring

end

end HydrogenLogPerturbation
```

Messages:

```
Try this:
  [apply] ring_nf
  
  The `ring` tactic failed to close the goal. Use `ring_nf` to obtain a normal form.
    
  Note that `ring` works primarily in *commutative* rings. If you have a noncommutative ring, abelian group or module, consider using `noncomm_ring`, `abel` or `module` instead.
Main.lean:20:86: error: unsolved goals
n : ℕ
h : ∫ (t : ℝ) in Set.Ioi 0, t ^ (↑n + 3 - 1) * Real.exp (-(2 * t)) = (1 / 2) ^ (↑n + 3) * Real.Gamma (↑n + 3)
e :
  ∫ (r : ℝ) in Set.Ioi 0, r ^ n * (4 * r ^ 2 * Real.exp (-2 * r)) =
    4 * ∫ (t : ℝ) in Set.Ioi 0, t ^ (↑n + 3 - 1) * Real.exp (-(2 * t))
hg : Real.Gamma (↑n + 3) = ↑(n + 2).factorial
hp : (1 / 2) ^ (↑n + 3) = (1 / 2) ^ (n + 3)
⊢ ↑(2 + n).factorial * 2⁻¹ ^ n * (1 / 2) = ↑(2 + n).factorial * (1 / 2) ^ n * (1 / 2)
```

Cause. The error reports a goal left open at the end of the proof, and the "Try this" message says that `ring` could not close it. The integral has already been evaluated by then, and what remains is a true identity between powers of one half.

The two sides write those powers differently. The formula for `mean` divides by `2 ^ (n + 1)`, which `ring` normalises to a multiple of `2⁻¹ ^ n`. The Gamma integral supplies `(1 / 2) ^ (n + 3)`, which becomes a multiple of `(1 / 2) ^ n`. With the symbolic exponent `n`, `ring` does not identify these two forms, though they are equal.

The repair adds two rewrites before `ring` is called. `one_div` turns `1 / 2` into `2⁻¹`, and `inv_pow` then turns `2⁻¹ ^ (n + 3)` into `(2 ^ (n + 3))⁻¹`. Both sides now contain inverses of powers of 2, which `ring` normalises alike, and the goal closes.

This version goes through:

```diff
@@ -37,5 +37,5 @@
   have hp : (1 / 2 : ℝ) ^ ((n : ℝ) + 3) = (1 / 2) ^ (n + 3) := by
     exact_mod_cast Real.rpow_natCast (1 / 2 : ℝ) (n + 3)
-  rw [e, h, hg, hp, ← monomial_one_right_eq_X_pow, mean_monomial]
+  rw [e, h, hg, hp, one_div, inv_pow, ← monomial_one_right_eq_X_pow, mean_monomial]
   ring
 
```
